# Raman response of a dielectric slab per unit area: independent of cell height in plane, strictly decreasing out of plane for e > 1 and e′ > 0

A periodic calculation of a two-dimensional material places the layer in a cell with vacuum above and below. The electronic dielectric constant it returns, with the atoms held fixed, belongs to the whole cell. So does the derivative of that constant along a phonon coordinate, which gives the amplitude of non-resonant Raman scattering, here called the Raman response. More vacuum dilutes both. Multiplying the derivative by the cell height should undo the dilution; the question is whether the product is then a property of the layer.

The layer is modelled here as a homogeneous slab with sharp faces, fixed thickness $d>0$ and a local, isotropic permittivity $e(q)$ that depends on the phonon coordinate $q$. The cell has height $L\ge d$. At the reference geometry $Q$ we write $e=e(Q)$ and $e'$ for the derivative there. Permittivities are electronic and relative to vacuum, and the displacement is measured in units in which it equals the field in vacuum.

```lean
import Mathlib

open Filter Topology

namespace SlabRamanResponse

noncomputable section
```

## Two dielectric constants for one cell

For a field parallel to the slab, the cell's constant is the average of the permittivities, weighted by the filling fraction $d/L$:
$$p = 1+\frac dL(\varepsilon-1).$$
Here $\varepsilon$ is a number, the slab permittivity at one geometry.

```lean
/-- In-plane dielectric constant of a cell of height `L ≠ 0` that holds a slab of thickness `d`
and permittivity `ε`, the rest being vacuum. -/
def inPlane (d L ε : ℝ) : ℝ := 1 + d / L * (ε - 1)
```

For a field along the normal, the reciprocals are averaged:
$$\frac1s = 1+\frac dL\left(\frac1\varepsilon-1\right).$$

```lean
/-- Out-of-plane dielectric constant of the same cell, for `0 < d ≤ L` and `ε > 0`. -/
def outOfPlane (d L ε : ℝ) : ℝ := 1 / (1 + d / L * (1 / ε - 1))
```

The Raman response per unit area is $L$ times the derivative of the cell's constant at $Q$. In Lean the constant is a function `κ` of the phonon coordinate, and `deriv κ Q` is its actual derivative. Prefactors such as $1/4\pi$ and the normalisation of the mode are left out.

```lean
/-- Raman response per unit area: the cell height `L` times the derivative of the cell's
dielectric constant `κ` with respect to the phonon coordinate, taken at `Q`. -/
def sheetRaman (κ : ℝ → ℝ) (L Q : ℝ) : ℝ := L * deriv κ Q
```

## Electrostatics behind the two averages

The tangential field $E$ is continuous across the faces, so slab and vacuum share it. The displacement is $\varepsilon E$ in the slab and $E$ in the vacuum, with cell average
$$\frac{d\,\varepsilon E+(L-d)E}{L}=\left[1+\frac dL(\varepsilon-1)\right]E=pE.$$
The proof multiplies by $L$ and uses $L\cdot(d/L)=d$, recorded as `hc`. The algebra needs only $L\neq0$.

```lean
/-- In plane, slab and vacuum feel the same field `E`, and the displacement averaged over the
cell height `L ≠ 0` is `inPlane` times `E`. -/
theorem inPlane_of_fields {d L ε E : ℝ} (hL : L ≠ 0) :
    (d * (ε * E) + (L - d) * E) / L = inPlane d L ε * E := by
  have hc : L * (d / L) = d := by field_simp
  rw [inPlane, div_eq_iff hL]
  linear_combination (-(ε - 1) * E) * hc
```

The normal direction involves a division, so its denominator must not vanish. Let
$$S=\varepsilon-\frac dL(\varepsilon-1)=\left(1-\frac dL\right)\varepsilon+\frac dL .$$
Since $0<d/L\le1$ and $\varepsilon>0$, the first term is non-negative and the second is positive, so $S>0$.

```lean
/-- The quantity `ε - (d/L)(ε - 1)` is positive for a slab with `ε > 0` that fits in the cell,
`0 < d ≤ L`. -/
theorem screening_pos {d L ε : ℝ} (hd : 0 < d) (hL : d ≤ L) (hε : 0 < ε) :
    0 < ε - d / L * (ε - 1) := by
  have hL0 : 0 < L := hd.trans_le hL
  have hx : 0 < d / L := div_pos hd hL0
  have hx1 : d / L ≤ 1 := (div_le_one hL0).2 hL
  have h : 0 ≤ (1 - d / L) * ε := mul_nonneg (by linarith) hε.le
  linarith
```

The denominator of $s$ is $S$ divided by the permittivity:
$$1+\frac dL\left(\frac1\varepsilon-1\right)=\frac{\varepsilon+\frac dL(1-\varepsilon)}{\varepsilon}=\frac S\varepsilon .$$
Hence $s=\varepsilon/S$.

```lean
/-- The denominator of the out-of-plane constant is `(ε - (d/L)(ε - 1)) / ε` for `ε ≠ 0`. -/
theorem denominator_eq {d L ε : ℝ} (hε : ε ≠ 0) :
    1 + d / L * (1 / ε - 1) = (ε - d / L * (ε - 1)) / ε := by
  have h1 : 1 / ε * ε = 1 := by field_simp
  rw [eq_div_iff hε]
  linear_combination (d / L) * h1
```

Without free charge on the faces, the normal displacement $D$ is continuous. The field is $D/\varepsilon$ in the slab and $D$ in the vacuum. If $E$ now denotes the average field, then
$$LE=d\,\frac D\varepsilon+(L-d)D,\qquad E=D\left[1+\frac dL\left(\frac1\varepsilon-1\right)\right]=\frac Ds .$$
The first equation is the hypothesis `hE`. The proof shows that the bracket is non-zero (`hN`), moves it to the other side and cancels $L$.

```lean
/-- Out of plane, slab and vacuum share the displacement `D`. If `E` is the field averaged over
the cell, then `D` is `outOfPlane` times `E`, for `0 < d ≤ L` and `ε > 0`. -/
theorem outOfPlane_of_fields {d L ε D E : ℝ} (hd : 0 < d) (hL : d ≤ L) (hε : 0 < ε)
    (hE : L * E = d * (D / ε) + (L - d) * D) : D = outOfPlane d L ε * E := by
  have hL0 : L ≠ 0 := (hd.trans_le hL).ne'
  have hN : 1 + d / L * (1 / ε - 1) ≠ 0 := by
    rw [denominator_eq hε.ne']
    exact (div_pos (screening_pos hd hL hε) hε).ne'
  have hc : L * (d / L) = d := by field_simp
  rw [outOfPlane, one_div_mul_eq_div, eq_div_iff hN]
  apply mul_left_cancel₀ hL0
  rw [hE]
  linear_combination D * (1 / ε - 1) * hc
```

## In plane, the height cancels

From here on the permittivity is a function `e : ℝ → ℝ`, and `HasDerivAt e e' Q` says that it is differentiable at $Q$ with derivative $e'$. No particular dependence on $q$ is assumed. Since $p$ is linear in the permittivity,
$$L\,p'=L\cdot\frac dL\,e'=d\,e'.$$

```lean
/-- In plane, the Raman response per unit area is `d e'` for every cell height `L ≠ 0`, where
`e'` is the derivative of the slab permittivity at `Q`. -/
theorem sheetRaman_inPlane {e : ℝ → ℝ} {e' Q d L : ℝ} (he : HasDerivAt e e' Q) (hL : L ≠ 0) :
    sheetRaman (fun q => inPlane d L (e q)) L Q = d * e' := by
  have h : HasDerivAt (fun q => inPlane d L (e q)) (d / L * e') Q :=
    ((he.sub_const 1).const_mul (d / L)).const_add 1
  have hc : L * (d / L) = d := by field_simp
  rw [sheetRaman, h.deriv]
  linear_combination e' * hc
```

## Out of plane, the screening is differentiated too

Write $N=1+\frac dL(1/e-1)=S/e$, so that $s=1/N$. Then
$$N'=-\frac dL\,\frac{e'}{e^2},\qquad s'=-\frac{N'}{N^2}=\frac dL\,\frac{e'}{e^2N^2}=\frac dL\,\frac{e'}{S^2},$$
and therefore
$$L\,s'=\frac{d\,e'}{S^2}.$$

If one starts from $s=e/S$ instead, it is easy to differentiate the numerator and forget that $S$ also depends on $q$. That gives $L e'/S$, which agrees with the correct result at $L=d$ but, for $e'\neq0$, diverges in magnitude as $L\to\infty$.

In the proof, `h1` is the derivative of $N$, `key` is the algebra that replaces $N$ by $S/e$, and `h2` is the derivative of $s$. The last line multiplies by $L$.

```lean
/-- Out of plane, the Raman response per unit area is `d e' / (e - (d/L)(e - 1))²`, for
`0 < d ≤ L` and slab permittivity `e > 0` with derivative `e'` at `Q`. -/
theorem sheetRaman_outOfPlane {e : ℝ → ℝ} {e' Q d L : ℝ} (he : HasDerivAt e e' Q)
    (hd : 0 < d) (hL : d ≤ L) (hε : 0 < e Q) :
    sheetRaman (fun q => outOfPlane d L (e q)) L Q
      = d * e' / (e Q - d / L * (e Q - 1)) ^ 2 := by
  have hL0 : L ≠ 0 := (hd.trans_le hL).ne'
  have h0 : e Q ≠ 0 := hε.ne'
  have hS : e Q - d / L * (e Q - 1) ≠ 0 := (screening_pos hd hL hε).ne'
  have hN : 1 + d / L * (1 / e Q - 1) ≠ 0 := by
    rw [denominator_eq h0]
    exact div_ne_zero hS h0
  -- derivative of the denominator, then of its reciprocal
  have h1 : HasDerivAt (fun q => 1 + d / L * (1 / e q - 1)) (-(d / L * e' / e Q ^ 2)) Q := by
    have h := ((((hasDerivAt_const Q (1 : ℝ)).fun_div he h0).sub_const 1).const_mul
      (d / L)).const_add 1
    exact h.congr_deriv (by ring)
  have key : (0 * (1 + d / L * (1 / e Q - 1)) - 1 * -(d / L * e' / e Q ^ 2))
      / (1 + d / L * (1 / e Q - 1)) ^ 2
      = d / L * e' / (e Q - d / L * (e Q - 1)) ^ 2 := by
    rw [denominator_eq h0]
    generalize e Q - d / L * (e Q - 1) = S at hS ⊢
    generalize d / L = x
    rw [div_eq_div_iff (pow_ne_zero 2 (div_ne_zero hS h0)) (pow_ne_zero 2 hS)]
    ring
  have h2 : HasDerivAt (fun q => outOfPlane d L (e q))
      (d / L * e' / (e Q - d / L * (e Q - 1)) ^ 2) Q :=
    ((hasDerivAt_const Q (1 : ℝ)).fun_div h1 hN).congr_deriv key
  have hc : L * (d / L) = d := by field_simp
  rw [sheetRaman, h2.deriv]
  linear_combination (e' / (e Q - d / L * (e Q - 1)) ^ 2) * hc
```

## From $d\,e'$ down to $d\,e'/e^2$

All the dependence on height now sits in
$$S(L)=e-\frac dL(e-1).$$
Let $e>1$ and $e'>0$. A taller cell has a smaller $d/L$, so $S$ increases strictly, from $S(d)=1$ towards $e$. Since $S$ is positive, $d\,e'/S^2$ decreases strictly, from $d\,e'$ at $L=d$ towards $d\,e'/e^2$ as $L\to\infty$.

The theorem has four parts: the in-plane value for every $L\ge d$, the strict decrease out of plane (`StrictAntiOn` on `Set.Ici d`, the half-line $[d,\infty)$), the value without vacuum, and the limit (`Tendsto` along `atTop`). The condition $e\ge1$ would not be enough for the strict decrease, because at $e=1$ the response is $d\,e'$ at every height. The sign of $e'$ is a matter of orientation: if $e'$ is negative, reversing the phonon coordinate makes it positive.

The proof follows the same order. For two heights $a<b$, `hx` compares the filling fractions and `hlt` the two values of $S$. For the limit, $d/L\to0$ is carried through the closed formula, which holds once $L\ge d$; this is why `filter_upwards` restricts to such heights.

```lean
/-- For a slab of thickness `d > 0` whose permittivity at `Q` is `e > 1` with derivative `e' > 0`,
the in-plane Raman response per unit area is `d e'` in every cell of height `L ≥ d`. The
out-of-plane response decreases strictly with `L`, from `d e'` at `L = d` towards `d e' / e²`. -/
theorem raman_cell_height {e : ℝ → ℝ} {e' Q d : ℝ} (he : HasDerivAt e e' Q)
    (hd : 0 < d) (hε : 1 < e Q) (he' : 0 < e') :
    (∀ L, d ≤ L → sheetRaman (fun q => inPlane d L (e q)) L Q = d * e') ∧
    StrictAntiOn (fun L => sheetRaman (fun q => outOfPlane d L (e q)) L Q) (Set.Ici d) ∧
    sheetRaman (fun q => outOfPlane d d (e q)) d Q = d * e' ∧
    Tendsto (fun L => sheetRaman (fun q => outOfPlane d L (e q)) L Q) atTop
      (𝓝 (d * e' / e Q ^ 2)) := by
  have h0 : 0 < e Q := by linarith
  refine ⟨fun L hL => sheetRaman_inPlane he (hd.trans_le hL).ne', ?_, ?_, ?_⟩
  · intro a ha b hb hab
    have ha' : d ≤ a := ha
    have hb' : d ≤ b := hb
    have hS := screening_pos hd ha' h0
    -- a taller cell has a smaller filling fraction d/L
    have hx : d / b < d / a := div_lt_div_of_pos_left hd (hd.trans_le ha') hab
    have hlt : e Q - d / a * (e Q - 1) < e Q - d / b * (e Q - 1) := by
      have := mul_lt_mul_of_pos_right hx (sub_pos.2 hε)
      linarith
    change sheetRaman (fun q => outOfPlane d b (e q)) b Q
      < sheetRaman (fun q => outOfPlane d a (e q)) a Q
    rw [sheetRaman_outOfPlane he hd hb' h0, sheetRaman_outOfPlane he hd ha' h0]
    exact div_lt_div_of_pos_left (mul_pos hd he') (pow_pos hS 2)
      (pow_lt_pow_left₀ hlt hS.le two_ne_zero)
  · rw [sheetRaman_outOfPlane he hd le_rfl h0, div_self hd.ne']
    ring
  · -- the filling fraction vanishes in the limit of a tall cell
    have hx : Tendsto (fun L : ℝ => d / L) atTop (𝓝 0) :=
      tendsto_const_nhds.div_atTop tendsto_id
    have hS := (hx.mul_const (e Q - 1)).const_sub (e Q)
    rw [zero_mul, sub_zero] at hS
    have hlim : Tendsto (fun L : ℝ => d * e' / (e Q - d / L * (e Q - 1)) ^ 2) atTop
        (𝓝 (d * e' / e Q ^ 2)) :=
      tendsto_const_nhds.div (hS.pow 2) (pow_pos h0 2).ne'
    refine hlim.congr' ?_
    filter_upwards [eventually_ge_atTop d] with L hL
    exact (sheetRaman_outOfPlane he hd hL h0).symm
```

## Removing the vacuum from a computed response

Since $s=e/S$, the ratio $e/s$ equals $S$, and
$$L\,s'\left(\frac es\right)^2=\frac{d\,e'}{S^2}\,S^2=d\,e'$$
at every height $L\ge d$. This needs only $e>0$, with no condition on the sign of $e'$. In Lean, `hr` identifies the ratio with $S$, and the squares cancel.

```lean
/-- Multiplying the out-of-plane Raman response per unit area by `(e/s)²`, with `s` the cell's
out-of-plane constant, gives `d e'` at any cell height `L ≥ d > 0`, for slab permittivity
`e > 0` with derivative `e'` at `Q`. -/
theorem outOfPlane_rescaled {e : ℝ → ℝ} {e' Q d L : ℝ} (he : HasDerivAt e e' Q)
    (hd : 0 < d) (hL : d ≤ L) (hε : 0 < e Q) :
    sheetRaman (fun q => outOfPlane d L (e q)) L Q * (e Q / outOfPlane d L (e Q)) ^ 2
      = d * e' := by
  have hS : e Q - d / L * (e Q - 1) ≠ 0 := (screening_pos hd hL hε).ne'
  have hr : e Q / outOfPlane d L (e Q) = e Q - d / L * (e Q - 1) := by
    rw [outOfPlane, denominator_eq hε.ne', one_div_div, div_div_eq_mul_div,
      mul_div_cancel_left₀ _ hε.ne']
  rw [sheetRaman_outOfPlane he hd hL hε, hr]
  exact div_mul_cancel₀ _ (pow_ne_zero 2 hS)

end

end SlabRamanResponse
```

```lean
#print axioms SlabRamanResponse.inPlane_of_fields
#print axioms SlabRamanResponse.outOfPlane_of_fields
#print axioms SlabRamanResponse.raman_cell_height
#print axioms SlabRamanResponse.outOfPlane_rescaled
```

```
'SlabRamanResponse.inPlane_of_fields' depends on axioms: [propext, Classical.choice, Quot.sound]
'SlabRamanResponse.outOfPlane_of_fields' depends on axioms: [propext, Classical.choice, Quot.sound]
'SlabRamanResponse.raman_cell_height' depends on axioms: [propext, Classical.choice, Quot.sound]
'SlabRamanResponse.outOfPlane_rescaled' depends on axioms: [propext, Classical.choice, Quot.sound]
```

In a periodic calculation without Coulomb truncation between the layers, one displaces the atoms along the phonon coordinate by $\pm h$, computes the electronic out-of-plane dielectric constant of the cell with the atoms held fixed at each geometry, and takes $L\,[s(Q+h)-s(Q-h)]/(2h)$ as an approximation to $L\,s'$. For a slab with $e=4$, the exact $L\,s'$ is $0.16\,d\,e'$ at $L=2d$ and about $0.095\,d\,e'$ at $L=4d$, while the limit is $0.0625\,d\,e'$. Out-of-plane responses from cells of such different heights should therefore be rescaled before they are compared.

The factor $(e/s)^2$ requires the slab permittivity, which follows from the cell's constant and a chosen thickness:
$$\frac1e=1+\frac Ld\left(\frac1s-1\right).$$
Dividing the rescaling identity by $e^2$ gives $L\,s'/s^2=d\,e'/e^2$. The left side contains only quantities of the cell, so the tall-cell limit can be obtained from a single cell height without choosing a thickness.

The model leaves out a phonon that changes $d$, a permittivity that varies smoothly through the surface, electronic overlap between periodic images, and off-diagonal Raman components. If the slab is anisotropic and its normal is a principal axis of the permittivity at $Q$, the separate in-plane and out-of-plane formulas for the response can each be used with the permittivity for their own direction.
